# Ordered principal axes exist when the second-moment eigenvalues are distinct

For a finite configuration of real vectors $x_i$ in $d$ dimensions, the second-moment matrix is $C = \sum_i x_i x_i^{\mathsf T}$, with no weights, no centring and no division by the number of vectors. `exists_principalFrame` states that if the eigenvalues of $C$ are distinct, there are a real matrix $U$ and numbers $\lambda_1 < \dots < \lambda_d$ with $U^{\mathsf T}U = 1$ and $CU = U\,\mathrm{diag}(\lambda)$. The columns of $U$ are then orthonormal principal axes, listed by increasing eigenvalue. The proof takes the eigenvalues and orthonormal eigenvectors supplied by the spectral theorem, sorts the eigenvalues with a permutation `σ`, and reorders the eigenvectors in the same way.

An attempt in Lean 4 with a fault in it:

```lean
import Mathlib

open Matrix

namespace ExistsPrincipalFrame

noncomputable section

variable {ι : Type*} {d : ℕ} {E : Type*} [AddCommGroup E] [Module ℝ E]

/-- The second-moment matrix `∑ i, x i (x i)ᵀ` of a finite configuration. -/
def secondMoment [Fintype ι] (x : ι → Fin d → ℝ) : Matrix (Fin d) (Fin d) ℝ :=
  ∑ i, vecMulVec (x i) (x i)

/-- The columns of `U` are orthonormal eigenvectors of the second-moment matrix, listed
by strictly increasing eigenvalue `lam`. -/
structure IsPrincipalFrame [Fintype ι] (x : ι → Fin d → ℝ) (lam : Fin d → ℝ)
    (U : Matrix (Fin d) (Fin d) ℝ) : Prop where
  orthonormal : Uᵀ * U = 1
  eigen : secondMoment x * U = U * diagonal lam
  ordered : StrictMono lam

private lemma secondMoment_transpose [Fintype ι] (x : ι → Fin d → ℝ) :
    (secondMoment x)ᵀ = secondMoment x := by
  ext i j
  simp [secondMoment, Matrix.sum_apply, Matrix.vecMulVec_apply, mul_comm]

/-- The second-moment matrix is Hermitian. -/
theorem secondMoment_isHermitian [Fintype ι] (x : ι → Fin d → ℝ) :
    (secondMoment x).IsHermitian := by
  rw [Matrix.IsHermitian, Matrix.conjTranspose_eq_transpose_of_trivial,
    secondMoment_transpose]

/-- If the eigenvalues of the second-moment matrix are distinct, an ordered orthonormal
eigenvector frame exists. -/
theorem exists_principalFrame [Fintype ι] (x : ι → Fin d → ℝ)
    (h : Function.Injective (secondMoment_isHermitian x).eigenvalues) :
    ∃ lam U, IsPrincipalFrame x lam U := by
  have hC := secondMoment_isHermitian x
  -- sort the eigenvalues delivered by the spectral theorem
  have hmono := Tuple.monotone_sort hC.eigenvalues
  generalize Tuple.sort hC.eigenvalues = σ at hmono
  refine ⟨hC.eigenvalues ∘ σ,
    Matrix.of fun i k => (hC.eigenvectorBasis (σ k)).ofLp i, ?_, ?_,
    hmono.strictMono_of_injective (h.comp σ.injective)⟩
  · ext k l
    have := orthonormal_iff_ite.mp hC.eigenvectorBasis.orthonormal (σ k) (σ l)
    rw [EuclideanSpace.inner_eq_star_dotProduct] at this
    simpa [Matrix.mul_apply, Matrix.one_apply, dotProduct, mul_comm] using this
  · ext i k
    have := congrFun (hC.mulVec_eigenvectorBasis (σ k)) i
    simpa [Matrix.mul_apply, Matrix.mulVec, dotProduct, mul_comm] using this

end

end ExistsPrincipalFrame
```

Compiling this gives:

```
Main.lean:52:4: error: Type mismatch: After simplification, term
  this
 has type
  ∑ x_1, secondMoment x i x_1 * (hC.eigenvectorBasis (σ k)).ofLp x_1 =
    (hC.eigenvectorBasis (σ k)).ofLp i * hC.eigenvalues (σ k)
but is expected to have type
  ∑ j, secondMoment x i j * (hC.eigenvectorBasis (σ k)).ofLp j =
    ∑ j, (hC.eigenvectorBasis (σ j)).ofLp i * diagonal (hC.eigenvalues ∘ ⇑σ) j k
```

Diagnosis. The error is in the proof of the eigenvalue equation $CU = U\,\mathrm{diag}(\lambda)$, taken entry by entry. The hypothesis `this` has the right content: its right side is a single product, an eigenvector component times its eigenvalue. In the goal, however, `simpa` used `Matrix.mul_apply` to expand both matrix products, including the one with the diagonal matrix. The right side became a sum over `j` containing `diagonal (hC.eigenvalues ∘ ⇑σ) j k`. Only the term `j = k` of that sum is nonzero, but the simplification did not reduce it to that term, so the two sides did not match. The left sides already agreed, apart from the name of the summation variable.

The added `rw [Matrix.mul_diagonal]` acts before the products are expanded. It replaces the entry of $U\,\mathrm{diag}(\lambda)$ at `i`, `k` with the entry of $U$ there times the `k`-th eigenvalue in the sorted list. No sum is left on the right, and the unchanged `simpa` can match the goal with `this`.

As a diff, the version that Lean accepts:

```diff
@@ -50,4 +50,5 @@
   · ext i k
     have := congrFun (hC.mulVec_eigenvectorBasis (σ k)) i
+    rw [Matrix.mul_diagonal]
     simpa [Matrix.mul_apply, Matrix.mulVec, dotProduct, mul_comm] using this
 
```
